# A continuous real Sz = 1/2 ground vector of the antiferromagnetic spin-1/2 Heisenberg triangle changes sign when the distortion circles once around equal couplings

To follow the ground state of a spin-1/2 Heisenberg triangle while its three bonds are distorted in a cycle, I describe it by a real unit vector in the Sz = 1/2 block and let that vector vary continuously with the distortion angle θ. The bond opposite site k has coupling 1 + r cos(θ + 2πk/3), with k = 0, 1, 2 and r > 0, and a positive coupling is antiferromagnetic. At θ = 2π the Hamiltonian is the one I started from, yet my ground vector comes back as minus the initial one. A diagonalisation routine returns eigenvectors with arbitrary signs anyway, so is this reversal an artefact of how I fixed them, and would another continuous choice remove it?

## The ground vector turns through half the distortion angle

No continuous choice removes it. For every r > 0, a real unit ground vector v(θ) of the Sz = 1/2 block that is continuous on [0, 2π] satisfies v(2π) = −v(0). You may choose the sign at θ = 0, and continuity then fixes it everywhere else.

Label the three basis states by the site i = 0, 1, 2 of the down spin. Let Jₖ be the coupling opposite site k, and let Pₖ exchange the two spins on that bond. The scalar product of two spins 1/2 is half their exchange minus 1/4, and the couplings add up to 3, so

H = ½ (J₀P₀ + J₁P₁ + J₂P₂) − 3/4.

The uniform vector (1, 1, 1) is unchanged by each Pₖ and has energy 3/2 − 3/4 = 3/4. It belongs to total spin 3/2. In the plane orthogonal to it, take the unit vectors d(x) with components

d(x)ᵢ = √(2/3) sin(x − 2πi/3).

The exchange Pₖ sends component i to 2k − i modulo 3, which gives

Pₖ d(x) = −d(4πk/3 − x).

Now sum over k with the weights Jₖ. The constant part of Jₖ contributes nothing, because three sines spaced by a third of a turn cancel. For the part r cos(θ + 2πk/3), write the product of cosine and sine as half a sum of two sines. One of them cancels over k, and the other is the same for every k, so that

Σₖ cos(θ + 2πk/3) d(4πk/3 − x) = (3/2) d(θ − x).

Therefore

H d(x) = −(3/4) d(x) − (3r/4) d(θ − x).

The distortion acts as −3r/4 times a reflection of the plane. At x = θ/2 the reflected vector is d(θ/2) itself, and the energy is −3(1 + r)/4. At x = θ/2 + π/2 it is d(θ/2 − π/2) = −d(θ/2 + π/2), and the energy is −3(1 − r)/4. These two vectors and (1, 1, 1)/√3 form an orthonormal basis, so for r > 0 the lowest level is simple and v(θ) = s(θ) d(θ/2), where

s(θ) = v(θ) · d(θ/2), s(θ)² = 1.

A continuous function on an interval with values ±1 is constant. Since d(x + π) = −d(x),

v(2π) = s d(π) = −s d(0) = −v(0).

At r = 0 the two lower levels meet, and the circuit runs around this degeneracy.

### What `berry_sign` says

The main theorem takes r > 0 and a function `v` from angles to real three-component vectors. It assumes that `v` is continuous on `Icc 0 (2 * π)`, the closed interval, and that `v θ` is a ground vector at each angle there. It concludes `v (2 * π) = -v 0`.

`IsGroundVector` means normalised, an eigenvector, and with an eigenvalue no larger than that of any other nonzero real eigenvector. The Hamiltonian `heisenberg` is built on all eight spin configurations from Sz, S+ and S− by Kronecker products. `block` restricts it to the three configurations in `down`, and `trimer` inserts the couplings, so `trimer` is the 3×3 block and not the full Hamiltonian. Energies are in units of the mean coupling, with ħ = 1. The name `doublet x` stands for the single vector d(x), not for a pair of states, and `exchange` is the scalar product of two spins, not the permutation Pₖ. There is no upper limit on r; beyond r = 1 some couplings become ferromagnetic at some angles.

Fixing Sz matters, because the full triangle also has a degenerate partner state at Sz = −1/2, and a real rotation into that partner during the circuit could undo the sign.

The reversal is a Berry phase of π: for a differentiable real unit vector v · v′ = 0, so no phase accumulates along the way and only the mismatch at the ends remains. The overall sign of a state is not observable by itself. It can show up as a relative sign if the trimer is part of a coherent superposition in which only one branch is driven slowly round the circuit, once the dynamical phases are accounted for. In exact diagonalisation of the Sz = 1/2 block of this three-spin model along its one-parameter loop, the theorem tells you which sign to expect after aligning successive eigenvectors on a sufficiently fine grid.

```lean
import Mathlib

open Matrix Set
open scoped Kronecker Real

namespace DistortedTrimer

noncomputable section

/-- Real operators on one spin 1/2, in the basis up, down. -/
abbrev Op := Matrix (Fin 2) (Fin 2) ℝ

/-- Basis configurations of three spins; 0 is up and 1 is down. -/
abbrev Conf := Fin 2 × Fin 2 × Fin 2

/-- The spin component Sz. -/
def sz : Op := !![1/2, 0; 0, -1/2]

/-- The raising operator S+. -/
def sp : Op := !![0, 1; 0, 0]

/-- The lowering operator S-. -/
def sm : Op := !![0, 0; 1, 0]

/-- The exchange Sz Sz + (S+ S- + S- S+)/2 of two spins, where `f` places two
one-spin operators on their sites. -/
def exchange (f : Op → Op → Matrix Conf Conf ℝ) : Matrix Conf Conf ℝ :=
  f sz sz + (1/2 : ℝ) • (f sp sm + f sm sp)

/-- The Heisenberg triangle; `a`, `b`, `c` are the couplings of the bonds opposite
sites 0, 1, 2. -/
def heisenberg (a b c : ℝ) : Matrix Conf Conf ℝ :=
  a • exchange (fun A B => (1 : Op) ⊗ₖ (A ⊗ₖ B)) +
  b • exchange (fun A B => A ⊗ₖ ((1 : Op) ⊗ₖ B)) +
  c • exchange (fun A B => A ⊗ₖ (B ⊗ₖ (1 : Op)))

/-- The three configurations with Sz = 1/2, labelled by the site of the down spin. -/
def down : Fin 3 → Conf := ![(1, 0, 0), (0, 1, 0), (0, 0, 1)]

/-- The Sz = 1/2 block of the Heisenberg triangle. -/
def block (a b c : ℝ) : Matrix (Fin 3) (Fin 3) ℝ := (heisenberg a b c).submatrix down down

/-- The block of the trimer with bond couplings 1 + r cos(θ + 2πk/3), k = 0, 1, 2. -/
def trimer (r θ : ℝ) : Matrix (Fin 3) (Fin 3) ℝ :=
  block (1 + r * Real.cos θ) (1 + r * Real.cos (θ + 2 * π / 3))
    (1 + r * Real.cos (θ + 4 * π / 3))

/-- A ground vector: a normalised eigenvector whose eigenvalue is the lowest one. -/
def IsGroundVector (A : Matrix (Fin 3) (Fin 3) ℝ) (v : Fin 3 → ℝ) : Prop :=
  v ⬝ᵥ v = 1 ∧ ∃ E : ℝ, A *ᵥ v = E • v ∧
    ∀ (F : ℝ) (w : Fin 3 → ℝ), w ≠ 0 → A *ᵥ w = F • w → E ≤ F

/-- The vector at angle `x` in the plane of amplitudes with zero sum. -/
def doublet (x : ℝ) : Fin 3 → ℝ :=
  ![√(2/3) * Real.sin x, -(√(2/3) * (Real.sin x + √3 * Real.cos x) / 2),
    √(2/3) * (√3 * Real.cos x - Real.sin x) / 2]

/-- The Hamiltonian does not lead out of the three Sz = 1/2 configurations, and its
matrix between them is the one displayed. -/
theorem block_eq (a b c : ℝ) :
    (∀ s i, (∀ j, s ≠ down j) → heisenberg a b c s (down i) = 0) ∧
    block a b c = !![(a - b - c) / 4, c / 2, b / 2;
                     c / 2, (b - a - c) / 4, a / 2;
                     b / 2, a / 2, (c - a - b) / 4] := by
  constructor
  · rintro ⟨x, y, z⟩ i h
    -- a configuration is one of the three, or its matrix element vanishes
    fin_cases x <;> fin_cases y <;> fin_cases z <;> first
      | exact (h 0 rfl).elim
      | exact (h 1 rfl).elim
      | exact (h 2 rfl).elim
      | (fin_cases i <;> simp [heisenberg, exchange, down, sz, sp, sm])
  · ext i j
    fin_cases i <;> fin_cases j <;>
      simp [block, heisenberg, exchange, down, sz, sp, sm] <;> ring

/-- Advancing the angle in the doublet plane by π reverses the vector. -/
theorem doublet_add_pi (x : ℝ) : doublet (x + π) = -doublet x := by
  simp only [doublet, Real.sin_add_pi, Real.cos_add_pi]
  generalize √(2/3 : ℝ) = q
  ext i
  fin_cases i <;> simp <;> ring

/-- The doublet vectors are normalised, and two of them a quarter turn apart, with the
uniform vector, resolve every vector. -/
theorem doublet_frame (x : ℝ) : doublet x ⬝ᵥ doublet x = 1 ∧ ∀ w : Fin 3 → ℝ,
    w = (w ⬝ᵥ doublet x) • doublet x
      + (w ⬝ᵥ doublet (x + π / 2)) • doublet (x + π / 2)
      + (w ⬝ᵥ ![1, 1, 1] / 3) • ![1, 1, 1] := by
  have hq : √(2/3 : ℝ) ^ 2 = 2/3 := Real.sq_sqrt (by norm_num)
  have ht : √(3 : ℝ) ^ 2 = 3 := Real.sq_sqrt (by norm_num)
  have hP := Real.sin_sq_add_cos_sq x
  simp only [doublet, Real.sin_add_pi_div_two, Real.cos_add_pi_div_two]
  generalize √(2/3 : ℝ) = q at hq ⊢
  generalize √(3 : ℝ) = t at ht ⊢
  generalize Real.sin x = S at hP ⊢
  generalize Real.cos x = C at hP ⊢
  have h : q ^ 2 * (S ^ 2 + C ^ 2) = 2/3 := by rw [hP, hq, mul_one]
  constructor
  · simp [dotProduct, Fin.sum_univ_three]
    linear_combination (3/2) * h + q ^ 2 * C ^ 2 / 2 * ht
  · intro w
    ext i
    fin_cases i <;> simp [dotProduct, Fin.sum_univ_three]
    · linear_combination (-(2 * w 0 - w 1 - w 2) / 2) * h
    · linear_combination (-(2 * w 1 - w 0 - w 2) / 2) * h
        - q ^ 2 * (S ^ 2 + C ^ 2) / 4 * (w 1 - w 2) * ht
    · linear_combination (-(2 * w 2 - w 0 - w 1) / 2) * h
        - q ^ 2 * (S ^ 2 + C ^ 2) / 4 * (w 2 - w 1) * ht

/-- In the doublet plane the distortion acts as -3r/4 times the reflection taking angle `x` to
`θ - x`; the uniform vector has energy 3/4. -/
theorem trimer_action (r θ : ℝ) :
    (∀ x, trimer r θ *ᵥ doublet x =
      (-3/4 : ℝ) • doublet x - (3 * r / 4) • doublet (θ - x)) ∧
    trimer r θ *ᵥ ![1, 1, 1] = (3/4 : ℝ) • ![1, 1, 1] := by
  have c1 : Real.cos (θ + 2 * π / 3) = -Real.cos θ / 2 - √3 / 2 * Real.sin θ := by
    rw [Real.cos_add, show 2 * π / 3 = π - π / 3 by ring, Real.cos_pi_sub,
      Real.sin_pi_sub, Real.cos_pi_div_three, Real.sin_pi_div_three]
    ring
  have c2 : Real.cos (θ + 4 * π / 3) = -Real.cos θ / 2 + √3 / 2 * Real.sin θ := by
    rw [Real.cos_add, show 4 * π / 3 = π / 3 + π by ring, Real.cos_add_pi,
      Real.sin_add_pi, Real.cos_pi_div_three, Real.sin_pi_div_three]
    ring
  have ht : √(3 : ℝ) ^ 2 = 3 := Real.sq_sqrt (by norm_num)
  rw [trimer, (block_eq _ _ _).2, c1, c2]
  simp only [doublet, Real.sin_sub, Real.cos_sub]
  generalize √(2/3 : ℝ) = q
  generalize √(3 : ℝ) = t at ht ⊢
  constructor
  · intro x
    ext i
    fin_cases i <;> simp [Matrix.mulVec, dotProduct, Fin.sum_univ_three]
    · linear_combination (-(1/4) * r * q * Real.sin θ * Real.cos x) * ht
    · linear_combination (1/8 * r * q * Real.sin θ * Real.cos x) * ht
    · linear_combination (1/8 * r * q * Real.sin θ * Real.cos x) * ht
  · ext i
    fin_cases i <;> simp [Matrix.mulVec, dotProduct, Fin.sum_univ_three] <;> ring

/-- The doublet vectors at angles θ/2 and θ/2 + π/2 are eigenvectors of the trimer, with
energies -3(1 + r)/4 and -3(1 - r)/4. -/
theorem trimer_eigenvectors (r θ : ℝ) :
    trimer r θ *ᵥ doublet (θ / 2) = (-3 * (1 + r) / 4) • doublet (θ / 2) ∧
    trimer r θ *ᵥ doublet (θ / 2 + π / 2) =
      (-3 * (1 - r) / 4) • doublet (θ / 2 + π / 2) := by
  constructor
  · rw [(trimer_action r θ).1, show θ - θ / 2 = θ / 2 by ring]
    module
  · have hp := doublet_add_pi (θ - (θ / 2 + π / 2))
    rw [show θ - (θ / 2 + π / 2) + π = θ / 2 + π / 2 by ring] at hp
    have hm : doublet (θ - (θ / 2 + π / 2)) = -doublet (θ / 2 + π / 2) := by
      rw [hp, neg_neg]
    rw [(trimer_action r θ).1, hm]
    module

/-- Eigenvectors of the trimer with different energies are orthogonal. -/
theorem overlap_eq_zero {r θ E F : ℝ} {v w : Fin 3 → ℝ} (hv : trimer r θ *ᵥ v = E • v)
    (hw : trimer r θ *ᵥ w = F • w) (hEF : E ≠ F) : v ⬝ᵥ w = 0 := by
  have hA : (trimer r θ)ᵀ = trimer r θ := by
    rw [trimer, (block_eq _ _ _).2]
    ext i j
    fin_cases i <;> fin_cases j <;> rfl
  have h : v ⬝ᵥ (trimer r θ *ᵥ w) = (trimer r θ *ᵥ v) ⬝ᵥ w := by
    rw [Matrix.dotProduct_mulVec, ← Matrix.mulVec_transpose, hA]
  rw [hv, hw, dotProduct_smul, smul_dotProduct, smul_eq_mul, smul_eq_mul] at h
  have h0 : (E - F) * (v ⬝ᵥ w) = 0 := by linear_combination -h
  exact (mul_eq_zero.1 h0).resolve_left (sub_ne_zero.2 hEF)

/-- For r ≥ 0 the doublet vector at half the distortion angle is a ground vector. -/
theorem doublet_isGroundVector {r : ℝ} (hr : 0 ≤ r) (θ : ℝ) :
    IsGroundVector (trimer r θ) (doublet (θ / 2)) := by
  obtain ⟨h1, h2⟩ := trimer_eigenvectors r θ
  refine ⟨(doublet_frame _).1, _, h1, fun F w hw hF => ?_⟩
  by_contra hlt
  have hlt' := not_le.1 hlt
  -- a lower eigenvector would be orthogonal to a complete set
  have o1 := overlap_eq_zero hF h1 (by intro h; linarith)
  have o2 := overlap_eq_zero hF h2 (by intro h; linarith)
  have o3 := overlap_eq_zero hF (trimer_action r θ).2 (by intro h; linarith)
  apply hw
  have h := (doublet_frame (θ / 2)).2 w
  rw [o1, o2, o3] at h
  simpa only [zero_div, zero_smul, add_zero] using h

/-- For r > 0 every ground vector is the doublet vector at half the distortion angle,
times a factor of square one. -/
theorem groundVector_unique {r θ : ℝ} (hr : 0 < r) {v : Fin 3 → ℝ}
    (hv : IsGroundVector (trimer r θ) v) :
    v = (v ⬝ᵥ doublet (θ / 2)) • doublet (θ / 2) ∧ (v ⬝ᵥ doublet (θ / 2)) ^ 2 = 1 := by
  obtain ⟨hn, E, hE, hmin⟩ := hv
  obtain ⟨h1, h2⟩ := trimer_eigenvectors r θ
  have hd : doublet (θ / 2) ≠ 0 := by
    intro h
    have h' := (doublet_frame (θ / 2)).1
    rw [h] at h'
    simp at h'
  have hle := hmin _ _ hd h1
  have o2 := overlap_eq_zero hE h2 (by intro h; linarith)
  have o3 := overlap_eq_zero hE (trimer_action r θ).2 (by intro h; linarith)
  have h : v = (v ⬝ᵥ doublet (θ / 2)) • doublet (θ / 2) := by
    have h' := (doublet_frame (θ / 2)).2 v
    rw [o2, o3] at h'
    simpa only [zero_div, zero_smul, add_zero] using h'
  refine ⟨h, ?_⟩
  have h2 : v ⬝ᵥ v = v ⬝ᵥ ((v ⬝ᵥ doublet (θ / 2)) • doublet (θ / 2)) :=
    congrArg (fun u => v ⬝ᵥ u) h
  rw [hn, dotProduct_smul, smul_eq_mul] at h2
  linear_combination -h2

/-- For r > 0, every continuous choice of real ground vector of the Sz = 1/2 block along one circuit
of the distortion angle returns with the opposite sign. -/
theorem berry_sign {r : ℝ} (hr : 0 < r) {v : ℝ → Fin 3 → ℝ}
    (hc : ContinuousOn v (Icc 0 (2 * π)))
    (hv : ∀ θ ∈ Icc 0 (2 * π), IsGroundVector (trimer r θ) (v θ)) :
    v (2 * π) = -v 0 := by
  have hd : ∀ i, Continuous fun θ : ℝ => doublet (θ / 2) i := by
    intro i
    fin_cases i <;> simp [doublet] <;> fun_prop
  have hf : ContinuousOn (fun θ => v θ ⬝ᵥ doublet (θ / 2)) (Icc 0 (2 * π)) := by
    have hm := fun i => (continuousOn_pi.1 hc i).mul (hd i).continuousOn
    simp only [dotProduct, Fin.sum_univ_three]
    exact ((hm 0).add (hm 1)).add (hm 2)
  have m0 : (0 : ℝ) ∈ Icc 0 (2 * π) := ⟨le_rfl, by positivity⟩
  have m1 : 2 * π ∈ Icc 0 (2 * π) := ⟨by positivity, le_rfl⟩
  -- a continuous overlap of square one cannot change along the circuit
  have hs : v (2 * π) ⬝ᵥ doublet (2 * π / 2) = v 0 ⬝ᵥ doublet (0 / 2) := by
    rcases isPreconnected_Icc.eq_one_or_eq_neg_one_of_sq_eq hf
      (fun θ hθ => (groundVector_unique hr (hv θ hθ)).2) with h | h
    · exact (h m1).trans (h m0).symm
    · exact (h m1).trans (h m0).symm
  have e0 := (groundVector_unique hr (hv 0 m0)).1
  have e1 := (groundVector_unique hr (hv _ m1)).1
  -- the reference vector has turned by π
  have hπ : doublet (2 * π / 2) = -doublet (0 / 2) := by
    rw [← doublet_add_pi]
    congr 1
    ring
  calc v (2 * π) = (v (2 * π) ⬝ᵥ doublet (2 * π / 2)) • doublet (2 * π / 2) := e1
    _ = -((v 0 ⬝ᵥ doublet (0 / 2)) • doublet (0 / 2)) := by rw [hs, hπ, smul_neg]
    _ = -v 0 := congrArg Neg.neg e0.symm

/-- Without distortion, r = 0, one fixed vector is a ground vector at every angle. -/
theorem undistorted_constant (θ : ℝ) : IsGroundVector (trimer 0 θ) (doublet 0) := by
  have h := doublet_isGroundVector (le_refl (0 : ℝ)) 0
  simpa [trimer] using h

end

end DistortedTrimer
```

```lean
#print axioms DistortedTrimer.berry_sign
#print axioms DistortedTrimer.undistorted_constant
```

```
'DistortedTrimer.berry_sign' depends on axioms: [propext, Classical.choice, Quot.sound]
'DistortedTrimer.undistorted_constant' depends on axioms: [propext, Classical.choice, Quot.sound]
```

### From the matrix elements to the sign

`block_eq` computes the 3×3 matrix and shows that the Hamiltonian does not lead out of the three configurations. It goes through the configurations one by one with `fin_cases` and evaluates each matrix element.

`doublet_add_pi` is the relation d(x + π) = −d(x). `doublet_frame` gives the norm of d(x) and expands any vector in d(x), d(x + π/2) and the uniform vector. The latter is left unnormalised as `![1, 1, 1]`, hence the division by 3 in its coefficient. In the proof, `generalize` turns the square roots, sine and cosine into plain variables, and `linear_combination` verifies the resulting polynomial identities from the squares of the roots and sin² + cos² = 1.

`trimer_action` is the reflection formula together with the energy 3/4 of the uniform vector. Where the derivation above used exchanges, the Lean proof expands the shifted cosines with the addition theorem and compares components of the explicit matrix. `trimer_eigenvectors` then sets x to θ/2 and to θ/2 + π/2, with `doublet_add_pi` supplying the minus sign in the second case.

`overlap_eq_zero` is the usual argument for a symmetric matrix: moving it from one side of the scalar product to the other gives (E − F)(v · w) = 0. It is used in two proofs:

- In `doublet_isGroundVector`, for r ≥ 0, an eigenvector below −3(1 + r)/4 would be orthogonal to all three known eigenvectors. By `doublet_frame` it would be zero, which contradicts the assumption.
- In `groundVector_unique`, for r > 0, the energy of a ground vector is at most −3(1 + r)/4 and so differs from the other two levels. Only the component along d(θ/2) survives, and normalisation makes its square 1.

`berry_sign` first shows that the overlap s(θ) is continuous. The Mathlib lemma `isPreconnected_Icc.eq_one_or_eq_neg_one_of_sq_eq` then says that it equals 1 on the whole interval or −1 on the whole interval. The closing `calc` writes v(2π) as its overlap times d(π), replaces d(π) by −d(0), and recognises −v(0).

The assumptions of `berry_sign` are satisfied by v(θ) = d(θ/2), which is continuous and, by `doublet_isGroundVector`, a ground vector throughout. `undistorted_constant` treats r = 0, where the fixed vector d(0) is a ground vector at every angle. That constant choice is continuous and returns unchanged, so the claim fails if r > 0 is relaxed to r ≥ 0.
